# In an AFQMC step with a diagonal field operator, the field multiplies each orbital component by its own exponential factor

The theorem `step_eq` concerns one auxiliary-field propagation step for a single orbital φ with finitely many complex components, which need not be normalised. The step first applies the exponential of (√t x − t b)V, where V is diagonal with entries v_k, and then exp(−tK), where K is any complex square matrix. The statement says that the first operation replaces each φ_k by φ_k exp(√t x v_k − t b v_k), while exp(−tK) still acts on the resulting vector. It is an identity for each given real t and x, with no average over the field. The attempt removes the common factor exp(−tK), compares components, and reduces the exponential of a diagonal matrix to exponentials of its entries.

The failing Lean file:

```lean
import Mathlib

open Matrix MeasureTheory ProbabilityTheory Filter Topology

namespace PhaselessAFQMC

noncomputable section

variable {n : Type*} [Fintype n] [DecidableEq n]

/-- The standard normal law of the auxiliary field. -/
local notation "γ" => gaussianReal 0 1

/-- One AFQMC step `exp(-tK) exp((√t x - t b) V) φ` with `V = diag v`, force bias `b` and
auxiliary field `x`. -/
def step (K : Matrix n n ℂ) (v : n → ℂ) (b : ℂ) (φ : n → ℂ) (t x : ℝ) : n → ℂ :=
  NormedSpace.exp (t • (-K)) *ᵥ
    (NormedSpace.exp (((Real.sqrt t : ℂ) * x - t * b) • diagonal v) *ᵥ φ)

/-- The scalar factor `exp(√t x a - t d)` produced by the auxiliary field. -/
def fieldFactor (a d : ℂ) (t x : ℝ) : ℂ :=
  Complex.exp ((Real.sqrt t : ℂ) * x * a - t * d)

/-- The diagonal propagator multiplies each component of the orbital by its own field factor. -/
theorem step_eq (K : Matrix n n ℂ) (v : n → ℂ) (b : ℂ) (φ : n → ℂ) (t x : ℝ) :
    step K v b φ t x = NormedSpace.exp (t • (-K)) *ᵥ
      fun k => φ k * fieldFactor (v k) (b * v k) t x := by
  unfold step fieldFactor
  congr 1
  ext k
  rw [← diagonal_smul, Matrix.exp_diagonal, mulVec_diagonal, Pi.exp_apply,
    ← Complex.exp_eq_exp_ℂ, mul_comm _ (φ k)]
  congr 2
  simp only [Pi.smul_apply, smul_eq_mul]
  ring

end

end PhaselessAFQMC
```

The error:

```
Main.lean:31:61: error(lean.unknownIdentifier): Unknown identifier `Pi.exp_apply`
Main.lean:27:56: error: unsolved goals
case e_v
n : Type u_1
inst✝¹ : Fintype n
inst✝ : DecidableEq n
K : Matrix n n ℂ
v : n → ℂ
b : ℂ
φ : n → ℂ
t x : ℝ
k : n
⊢ NormedSpace.exp ((↑√t * ↑x - ↑t * b) • v) k * φ k = φ k * Complex.exp (↑√t * ↑x * v k - ↑t * (b * v k))
```

What went wrong. The first message says that Lean knows no lemma called `Pi.exp_apply`. The rewrite therefore stops there, and the second message shows the goal left at that point. `Matrix.exp_diagonal` and `mulVec_diagonal` have already done their work: the left side contains the exponential of a whole vector, evaluated at `k`, whereas the right side contains the exponential of a complex number. The missing step is that the exponential of a vector is taken component by component.

The repair proves this fact as `hp`. Taking the `k`-th component is a ring homomorphism, `Pi.evalRingHom`, and it is continuous by `continuous_apply k`, so `NormedSpace.map_exp` lets it pass through the exponential. Rewriting with `hp` in place of the unknown name gives the exponential of a number, which `← Complex.exp_eq_exp_ℂ` can turn into `Complex.exp`. The rest of the proof then goes through unchanged. The added comment only explains `hp`.

The change, after which it compiles:

```diff
@@ -29,5 +29,8 @@
   congr 1
   ext k
-  rw [← diagonal_smul, Matrix.exp_diagonal, mulVec_diagonal, Pi.exp_apply,
+  -- the exponential of a vector is taken component by component
+  have hp : ∀ u : n → ℂ, NormedSpace.exp u k = NormedSpace.exp (u k) := fun u => by
+    exact NormedSpace.map_exp (Pi.evalRingHom (fun _ : n => ℂ) k) (continuous_apply k) u
+  rw [← diagonal_smul, Matrix.exp_diagonal, mulVec_diagonal, hp,
     ← Complex.exp_eq_exp_ℂ, mul_comm _ (φ k)]
   congr 2
```
